# A Hermitian trace-one matrix on n levels has purity at least 1/n, with equality only for I/n

After a simulation has produced a reduced density matrix $\rho$ on $n$ levels, a common next step is to compute the purity $\mathrm{Tr}\,\rho^2$ and compare it with $1/n$. If $\rho$ is Hermitian with trace one, a value equal to $1/n$ identifies it completely: it is $I/n$, with equal populations in every orthonormal basis. A value below $1/n$ by more than the error of the computation shows that the matrix is not Hermitian or does not have trace one. Both readings rest on the inequality

$$\mathrm{Tr}\,\rho^2 \ge \frac1n, \qquad \text{with equality if and only if } \rho = \frac{I}{n},$$

for Hermitian $\rho$ with $\mathrm{Tr}\,\rho = 1$. It follows from the identity

$$\mathrm{Tr}\big((\rho - I/n)^2\big) = \mathrm{Tr}\,\rho^2 - \frac1n,$$

whose left side is a sum of squared moduli.

For a pure state of two finite-dimensional subsystems, where the first has $n \ge 2$ levels and its partner at least as many, the smallest possible purity of the first part is $1/n$, and it is reached exactly when the two are maximally entangled. If the partner has only $m < n$ levels, the reduced matrix has rank at most $m$, and the subspace bound below gives the larger minimum $1/m$.

## Levels, purity and the maximally mixed state

The levels are labelled by a finite set. In the code the letter `n` denotes this set, and the number of levels, written $n$ in the formulas, is `Fintype.card n`. A state is a complex matrix whose rows and columns carry these labels.

In Lean 4 with Mathlib:

```lean
import Mathlib

open Matrix

namespace PurityLowerBound

noncomputable section

variable {n : Type*} [Fintype n]
```

The purity is $\mathrm{Tr}\,\rho^2$. A trace of complex matrices is a complex number, whereas an inequality needs a real one, so the definition takes the real part. For Hermitian matrices nothing is lost, because the trace is then already real, as the first theorem below shows.

```lean
/-- The purity `Tr ρ²` of a matrix, taken as a real number (its real part). -/
def purity (ρ : Matrix n n ℂ) : ℝ := (ρ * ρ).trace.re
```

The state that will attain the minimum gives each level the population $1/n$ and has no coherences:

$$\rho_{\text{mixed}} = \frac{1}{n}\, I .$$

```lean
/-- The maximally mixed state `I/n` on a nonempty finite set of levels. -/
def maximallyMixed (n : Type*) [Fintype n] [DecidableEq n] : Matrix n n ℂ :=
  (Fintype.card n : ℂ)⁻¹ • (1 : Matrix n n ℂ)
```

The theorems assume two properties of $\rho$. Trace one says that the populations add up to total probability one. Hermiticity says that the populations are real and that the coherences between two levels are complex conjugates of each other. Positivity, which a density operator also has, is never used. The results therefore apply to every density matrix on finitely many levels, and also to approximate matrices with negative eigenvalues. A purity above $1/n$ does not show that a matrix is positive: $\mathrm{diag}(2,-1)$ has purity 5 and a negative eigenvalue.

The step from a real system to this setting is the restriction to finitely many levels. If an oscillator or a molecule is truncated to $n$ states, the theorems speak about the truncated matrix, normalised to trace one, and not about the error of the truncation.

## The trace of a Hermitian square

Let $A$ be Hermitian, so that $A_{ji} = \overline{A_{ij}}$. Then

$$\mathrm{Tr}\,A^2 = \sum_i (A^2)_{ii} = \sum_i \sum_j A_{ij}A_{ji} = \sum_i\sum_j A_{ij}\overline{A_{ij}} = \sum_i\sum_j |A_{ij}|^2 .$$

```lean
/-- For a Hermitian matrix, `Tr A²` is the real number obtained by summing the squared
moduli of all matrix elements. -/
theorem trace_sq_eq_sum {A : Matrix n n ℂ} (hA : A.IsHermitian) :
    (A * A).trace = ((∑ i, ∑ j, ‖A i j‖ ^ 2 : ℝ) : ℂ) := by
  simp only [Matrix.trace, Matrix.diag_apply, Matrix.mul_apply, Complex.ofReal_sum]
  refine Finset.sum_congr rfl fun i _ => Finset.sum_congr rfl fun j _ => ?_
  -- Hermiticity turns the product into a squared modulus
  have h : A i j * star (A i j) = ((‖A i j‖ ^ 2 : ℝ) : ℂ) := by
    rw [← Complex.normSq_eq_norm_sq]
    exact Complex.mul_conj _
  have hji : A j i = star (A i j) := (hA.apply j i).symm
  rw [hji, h]
```

The statement equates the complex trace with a real sum regarded as a complex number, so it also says that the imaginary part vanishes. The `simp only` line writes out the trace and the matrix product as the double sum, and `Finset.sum_congr` reduces the claim to a single pair $i, j$. There `hji` is Hermiticity, with `star` for complex conjugation, and `h` is $z\bar z = |z|^2$.

A sum of squared moduli is nonnegative. If it is zero, each term is zero, so $A_{ij} = 0$ for all $i, j$ and hence $A = 0$. Conversely, $A = 0$ gives $\mathrm{Tr}\,A^2 = 0$.

```lean
/-- For a Hermitian matrix, `Tr A²` is nonnegative, and it vanishes only if `A = 0`. -/
theorem purity_nonneg_and_eq_zero_iff {A : Matrix n n ℂ} (hA : A.IsHermitian) :
    0 ≤ purity A ∧ (purity A = 0 ↔ A = 0) := by
  have hp : purity A = ∑ i, ∑ j, ‖A i j‖ ^ 2 := by
    rw [purity, trace_sq_eq_sum hA, Complex.ofReal_re]
  refine ⟨by rw [hp]; positivity, fun h => ?_, fun h => by simp [h, purity]⟩
  -- a vanishing sum of squares has only vanishing terms
  rw [hp] at h
  ext i j
  have h1 := (Finset.sum_eq_zero_iff_of_nonneg
    (fun i _ => by positivity)).1 h i (Finset.mem_univ i)
  have h2 := (Finset.sum_eq_zero_iff_of_nonneg
    (fun j _ => by positivity)).1 h1 j (Finset.mem_univ j)
  simpa using h2
```

Here `hp` replaces the purity by the double sum, and `positivity` gives the inequality. The equality case applies the fact about vanishing sums of nonnegative terms twice: `h1` does it for the sum over $i$, and `h2` for the sum over $j$. The name `purity` is applied to any matrix $A$ here, not only to states, since the theorem will be used for a difference of two matrices.

## Expanding the deviation from a flat state

It costs no extra work to treat a state confined to a subspace, such as a symmetry sector or a set of accessible levels. Let $P$ be the projector onto that subspace and $r = \mathrm{Tr}\,P$ its dimension. The letter $r$ is not the length of a Bloch vector here. The condition $\rho P = \rho$ says, for Hermitian $\rho$, that the state has no population outside the subspace and no coherence with it. The flat state on the subspace is $P/r$, and the square of the deviation from it is

$$\Big(\rho - \frac{P}{r}\Big)^2 = \rho^2 - \frac{1}{r}\rho P - \frac{1}{r}P\rho + \frac{1}{r^2}P^2 .$$

The cyclic property of the trace gives $\mathrm{Tr}(P\rho) = \mathrm{Tr}(\rho P) = \mathrm{Tr}\,\rho = 1$, and $P^2 = P$ gives $\mathrm{Tr}\,P^2 = r$. Therefore

$$\mathrm{Tr}\Big(\Big(\rho - \frac{P}{r}\Big)^2\Big) = \mathrm{Tr}\,\rho^2 - \frac1r - \frac1r + \frac{r}{r^2} = \mathrm{Tr}\,\rho^2 - \frac1r .$$

```lean
/-- If a trace-one matrix `ρ` satisfies `ρP = ρ` for an idempotent `P` of trace `r`, then
`Tr((ρ - P/r)²)` and `Tr ρ² - 1/r` have the same real part. -/
theorem purity_sub_projector {ρ P : Matrix n n ℂ} {r : ℕ} (hρ : ρ.trace = 1)
    (hP : P * P = P) (hρP : ρ * P = ρ) (hr : P.trace = r) :
    purity (ρ - (r : ℂ)⁻¹ • P) = purity ρ - 1 / r := by
  have hc : (r : ℂ)⁻¹ * (r : ℂ)⁻¹ * r = (r : ℂ)⁻¹ := by
    by_cases h : (r : ℂ) = 0
    · simp [h]
    · field_simp
  -- expand the square of the deviation
  have hexp : (ρ - (r : ℂ)⁻¹ • P) * (ρ - (r : ℂ)⁻¹ • P) =
      ρ * ρ - (r : ℂ)⁻¹ • (ρ * P) - (r : ℂ)⁻¹ • (P * ρ)
        + ((r : ℂ)⁻¹ * (r : ℂ)⁻¹) • (P * P) := by
    simp only [sub_mul, mul_sub, Matrix.smul_mul, Matrix.mul_smul, smul_smul]
    module
  -- both cross terms have trace `1/r`
  have key : ((ρ - (r : ℂ)⁻¹ • P) * (ρ - (r : ℂ)⁻¹ • P)).trace =
      (ρ * ρ).trace - (r : ℂ)⁻¹ := by
    rw [hexp]
    simp only [Matrix.trace_add, Matrix.trace_sub, Matrix.trace_smul, smul_eq_mul]
    rw [Matrix.trace_mul_comm P ρ, hρP, hP, hρ, hr]
    linear_combination hc
  have hre : (r : ℂ)⁻¹ = ((1 / (r : ℝ) : ℝ) : ℂ) := by simp
  unfold purity
  rw [key, Complex.sub_re, hre, Complex.ofReal_re]
```

This identity needs neither $\rho$ nor $P$ to be Hermitian. The theorem compares real parts, because of the definition of `purity`; the identity for the complex traces is a step in its proof.

In the proof, `hexp` is the expanded square and `key` is the identity for the complex trace. Within `key`, the rewriting step uses the cyclic property and then the four hypotheses. What remains is the cancellation $r/r^2 = 1/r$, which is `hc`. The last lines take real parts.

## The bound on a subspace

Now let $\rho$ and $P$ both be Hermitian. Since $1/r$ is real, $D = \rho - P/r$ is Hermitian too, and the previous two results combine to

$$0 \le \mathrm{Tr}\,D^2 = \mathrm{Tr}\,\rho^2 - \frac1r .$$

This is the bound $\mathrm{Tr}\,\rho^2 \ge 1/r$. Equality means $\mathrm{Tr}\,D^2 = 0$, which holds exactly when $D = 0$, that is, when $\rho = P/r$.

```lean
/-- A Hermitian trace-one matrix supported on a subspace with orthogonal projector `P` of
trace `r` has purity at least `1/r`, with equality if and only if `ρ = P/r`. -/
theorem purity_bound_of_support {ρ P : Matrix n n ℂ} {r : ℕ} (hH : ρ.IsHermitian)
    (hρ : ρ.trace = 1) (hPH : P.IsHermitian) (hP : P * P = P) (hρP : ρ * P = ρ)
    (hr : P.trace = r) :
    1 / (r : ℝ) ≤ purity ρ ∧ (purity ρ = 1 / (r : ℝ) ↔ ρ = (r : ℂ)⁻¹ • P) := by
  have hs : star ((r : ℂ)⁻¹) = (r : ℂ)⁻¹ := by simp
  have hD : (ρ - (r : ℂ)⁻¹ • P).IsHermitian := by
    unfold Matrix.IsHermitian
    rw [Matrix.conjTranspose_sub, Matrix.conjTranspose_smul, hH.eq, hPH.eq, hs]
  -- the deviation from `P/r` has a nonnegative square
  obtain ⟨h0, h1⟩ := purity_nonneg_and_eq_zero_iff hD
  rw [purity_sub_projector hρ hP hρP hr] at h0 h1
  exact ⟨by linarith, by rw [← sub_eq_zero, h1, sub_eq_zero]⟩
```

The hypotheses `hPH` and `hP` together say that $P$ is an orthogonal projector, `hρP` is the support condition, and `hr` says that its trace is the natural number $r$. The case $r = 0$ does not arise: it would force $P = 0$, then $\rho = \rho P = 0$, against trace one.

The proof establishes Hermiticity of the deviation as `hD`. It then obtains `h0`, the nonnegativity, and `h1`, the vanishing condition, and rewrites both with the identity just proved. The inequality follows by moving $1/r$ to the other side, and the equivalence by using twice that a difference is zero exactly when its two terms are equal.

## The bound on all n levels

With no restriction to a subspace, $P = I$. Then $P^2 = P$ and $\rho P = \rho$ hold automatically, and $\mathrm{Tr}\,I = n$. The expansion becomes

$$\mathrm{Tr}\big((\rho - I/n)^2\big) = \mathrm{Tr}\,\rho^2 - \frac1n .$$

```lean
/-- For a trace-one matrix `ρ` on `n` levels, `Tr((ρ - I/n)²)` and `Tr ρ² - 1/n` have the same real
part. -/
theorem purity_sub_maximallyMixed [DecidableEq n] {ρ : Matrix n n ℂ} (hρ : ρ.trace = 1) :
    purity (ρ - maximallyMixed n) = purity ρ - 1 / Fintype.card n :=
  purity_sub_projector hρ (mul_one 1) (mul_one ρ) Matrix.trace_one
```

The proof is a single application of the projector identity. The arguments `mul_one 1`, `mul_one ρ` and `Matrix.trace_one` are the three facts about $I$ just listed.

For Hermitian $\rho$ the left side is $\sum_i\sum_j |(\rho - I/n)_{ij}|^2$, the squared Hilbert–Schmidt distance from the maximally mixed state. The excess of the purity over $1/n$ is therefore exactly this squared distance, and

$$\mathrm{Tr}\,\rho^2 \ge \frac1n, \qquad \mathrm{Tr}\,\rho^2 = \frac1n \iff \rho = \frac{I}{n} .$$

```lean
/-- A Hermitian trace-one matrix on `n` levels has purity at least `1/n`, with equality
if and only if it is the maximally mixed state `I/n`. -/
theorem purity_lower_bound [DecidableEq n] {ρ : Matrix n n ℂ} (hH : ρ.IsHermitian)
    (hρ : ρ.trace = 1) :
    1 / (Fintype.card n : ℝ) ≤ purity ρ ∧
      (purity ρ = 1 / (Fintype.card n : ℝ) ↔ ρ = maximallyMixed n) :=
  purity_bound_of_support hH hρ Matrix.isHermitian_one (mul_one 1) (mul_one ρ)
    Matrix.trace_one
```

In words: for every finite set of levels and every Hermitian matrix `ρ` of trace one on it, the purity is at least one over the number of levels, and the two are equal if and only if `ρ` is `maximallyMixed n`. The condition $n \ge 1$ does not appear as a hypothesis, because a matrix on an empty set of levels has trace zero. For $n = 1$ the only trace-one matrix is the number 1, and equality holds.

## A three-level state confined to two levels

Take a three-level system with populations $3/4$, $1/4$ and $0$ and no coherences:

$$\rho = \mathrm{diag}\big(\tfrac34, \tfrac14, 0\big).$$

```lean
/-- A three-level state with populations 3/4, 1/4 and 0. -/
def qutritState : Matrix (Fin 3) (Fin 3) ℂ := !![3/4, 0, 0; 0, 1/4, 0; 0, 0, 0]
```

Its third level is empty, so the relevant projector is the one onto the first two:

$$P = \mathrm{diag}(1, 1, 0).$$

```lean
/-- The projector onto the first two of three levels. -/
def twoLevelProjector : Matrix (Fin 3) (Fin 3) ℂ := !![1, 0, 0; 0, 1, 0; 0, 0, 0]
```

Both matrices are real and diagonal, hence Hermitian. Furthermore $\mathrm{Tr}\,\rho = \tfrac34 + \tfrac14 = 1$, $P^2 = P$, $\rho P = \rho$ and $\mathrm{Tr}\,P = 2$. The subspace bound therefore applies with $r = 2$ and gives $\mathrm{Tr}\,\rho^2 \ge 1/2$, which is stronger than the $1/3$ obtained from counting all levels. The actual value is $\tfrac{9}{16} + \tfrac{1}{16} = \tfrac58$.

```lean
/-- The three-level state with populations 3/4, 1/4, 0 and the projector onto the first two
levels meet all hypotheses of the support bound, with `r = 2`. -/
theorem purity_bound_of_support_witness :
    qutritState.IsHermitian ∧ qutritState.trace = 1 ∧ twoLevelProjector.IsHermitian ∧
      twoLevelProjector * twoLevelProjector = twoLevelProjector ∧
      qutritState * twoLevelProjector = qutritState ∧
      twoLevelProjector.trace = (2 : ℕ) := by
  refine ⟨?_, ?_, ?_, ?_, ?_, ?_⟩
  · ext i j
    fin_cases i <;> fin_cases j <;> simp [qutritState]
  · norm_num [qutritState, Matrix.trace, Fin.sum_univ_succ]
  · ext i j
    fin_cases i <;> fin_cases j <;> simp [twoLevelProjector]
  · ext i j
    fin_cases i <;> fin_cases j <;>
      simp [twoLevelProjector, Matrix.mul_apply, Fin.sum_univ_succ]
  · ext i j
    fin_cases i <;> fin_cases j <;>
      simp [qutritState, twoLevelProjector, Matrix.mul_apply, Fin.sum_univ_succ]
  · norm_num [twoLevelProjector, Matrix.trace, Fin.sum_univ_succ]
```

The theorem confirms the six hypotheses; the value $5/8$ is arithmetic done in the text. Each matrix equation is checked element by element, with `fin_cases` running through the indices, and the two traces are evaluated numerically.

## A trace-one matrix below the bound

Trace one alone does not give the inequality, even for a matrix with real entries. Consider

$$M = \begin{pmatrix} \tfrac12 & 1 \\ -1 & \tfrac12 \end{pmatrix}, \qquad \mathrm{Tr}\,M = 1 .$$

The off-diagonal elements have opposite signs, so their product enters the trace with a minus sign. Each diagonal element of $M^2$ is $\tfrac14 - 1 = -\tfrac34$, and $\mathrm{Tr}\,M^2 = -\tfrac32$, well below $\tfrac12$.

```lean
/-- Hermiticity cannot be dropped from the bound: this non-Hermitian two-level matrix has trace one
and purity `-3/2`. -/
theorem hermiticity_needed :
    (!![1/2, 1; -1, 1/2] : Matrix (Fin 2) (Fin 2) ℂ).trace = 1 ∧
      purity (!![1/2, 1; -1, 1/2] : Matrix (Fin 2) (Fin 2) ℂ) = -3/2 := by
  constructor
  · norm_num [Matrix.trace_fin_two]
  · norm_num [purity, Matrix.trace_fin_two, Matrix.mul_apply, Fin.sum_univ_two]
```

The proof writes out the two-by-two traces and products and evaluates them.

## The qubit in terms of its Bloch vector

A Hermitian trace-one matrix on two levels is fixed by three real numbers $x, y, z$, the components of the Bloch vector:

$$\rho = \frac{I + x\sigma_x + y\sigma_y + z\sigma_z}{2} = \frac12\begin{pmatrix} 1+z & x - iy \\ x + iy & 1 - z\end{pmatrix},$$

where $\sigma_x, \sigma_y, \sigma_z$ are the Pauli matrices.

```lean
/-- The two-level matrix `(I + xσ_x + yσ_y + zσ_z)/2` with Bloch vector `(x, y, z)`. -/
def blochMatrix (x y z : ℝ) : Matrix (Fin 2) (Fin 2) ℂ :=
  !![(1 + z) / 2, (x - Complex.I * y) / 2; (x + Complex.I * y) / 2, (1 - z) / 2]
```

Summing the squared moduli of the four elements gives

$$\mathrm{Tr}\,\rho^2 = \frac{(1+z)^2 + (1-z)^2 + 2(x^2+y^2)}{4} = \frac{1 + x^2 + y^2 + z^2}{2} .$$

The minimum $1/2$ is reached only at the zero vector, where $\rho = I/2$, in agreement with the general bound for $n = 2$.

```lean
/-- The purity of a two-level matrix with Bloch vector `(x, y, z)` is
`(1 + x² + y² + z²)/2`. -/
theorem purity_blochMatrix (x y z : ℝ) :
    purity (blochMatrix x y z) = (1 + (x ^ 2 + y ^ 2 + z ^ 2)) / 2 := by
  have h : (blochMatrix x y z * blochMatrix x y z).trace =
      (((1 + (x ^ 2 + y ^ 2 + z ^ 2)) / 2 : ℝ) : ℂ) := by
    simp only [blochMatrix, Matrix.trace_fin_two, Matrix.mul_apply, Fin.sum_univ_two,
      Matrix.of_apply, Matrix.cons_val_zero, Matrix.cons_val_one, Matrix.cons_val']
    push_cast
    linear_combination (-(y : ℂ) ^ 2 / 2) * Complex.I_sq
  rw [purity, h, Complex.ofReal_re]

end

end PurityLowerBound
```

The formula holds for all real $x, y, z$, including vectors longer than one, for which the matrix has a negative eigenvalue and is not a physical state. The proof multiplies the matrices out directly instead of using the sum of squared moduli. The product $(x - iy)(x + iy)$ then leaves a term in $i^2$, which the `linear_combination` line removes with $i^2 = -1$.

```lean
#print axioms PurityLowerBound.purity_sub_maximallyMixed
#print axioms PurityLowerBound.purity_lower_bound
#print axioms PurityLowerBound.hermiticity_needed
#print axioms PurityLowerBound.purity_blochMatrix
```

```
'PurityLowerBound.purity_sub_maximallyMixed' depends on axioms: [propext, Classical.choice, Quot.sound]
'PurityLowerBound.purity_lower_bound' depends on axioms: [propext, Classical.choice, Quot.sound]
'PurityLowerBound.hermiticity_needed' depends on axioms: [propext, Classical.choice, Quot.sound]
'PurityLowerBound.purity_blochMatrix' depends on axioms: [propext, Classical.choice, Quot.sound]
```
